# Mean and relative variance of the rate constant $A e^{-bE}$ for a Gaussian barrier

The uncertain barrier is modelled here as a random variable $E$ on a probability space, and the only thing prescribed about it is its law: Gaussian, with mean $m$ and variance $s^2$, where $s \ge 0$. All the uncertainty sits in the barrier. The prefactor $A$, which stands for the attempt frequency, and the inverse thermal energy $b = 1/(k_B T)$ are fixed real numbers. The rate constant is then itself a random variable,

$$r(E) = A\,e^{-bE}.$$

Write $\langle\cdot\rangle$ for the mean over the probability space and $\operatorname{Var}$ for the variance. The claim is

$$\langle r\rangle = A\,e^{-bm + b^2s^2/2}, \qquad \frac{\operatorname{Var}(r)}{\langle r\rangle^2} = e^{b^2s^2} - 1,$$

where the second formula requires $A \neq 0$. Physically $A$ and $b$ are positive, but neither formula uses the sign of either.

In electronic-structure work, the formulas turn an error estimate for a computed barrier into one for the rate constant, provided that the error is Gaussian and the prefactor and temperature are taken as exact.

## Moments of an exponential of a Gaussian

Let $t$ be a real number and suppose first that $s > 0$. Substituting $x = m + sy$ in the Gaussian integral gives

$$\langle e^{tE}\rangle = \int_{-\infty}^{\infty} \frac{e^{tx - (x-m)^2/(2s^2)}}{s\sqrt{2\pi}}\,dx = e^{mt}\int_{-\infty}^{\infty} \frac{e^{sty - y^2/2}}{\sqrt{2\pi}}\,dy.$$

Completing the square, $sty - y^2/2 = s^2t^2/2 - (y - st)^2/2$. The remaining integral is that of a shifted standard Gaussian density and equals 1, so

$$\langle e^{tE}\rangle = e^{mt + s^2t^2/2}.$$

If $s = 0$, then $E = m$ with probability one and the formula still holds.

A power of the rate constant is again an exponential of the barrier. For $k = 0, 1, 2, \dots$ we have $r^k = A^k e^{-kbE}$, and setting $t = -kb$ gives

$$\langle r^k\rangle = A^k\,e^{-kbm + k^2b^2s^2/2}.$$

The case $k = 1$ is the claimed mean. The case $k = 2$ is

$$\langle r^2\rangle = A^2 e^{-2bm + 2b^2s^2} = \left(A\,e^{-bm + b^2s^2/2}\right)^2 e^{b^2s^2} = \langle r\rangle^2\,e^{b^2s^2}.$$

Subtracting the squared mean,

$$\operatorname{Var}(r) = \langle r^2\rangle - \langle r\rangle^2 = \langle r\rangle^2\left(e^{b^2s^2} - 1\right).$$

For $A \neq 0$ the mean is nonzero, and division by $\langle r\rangle^2$ gives the relative variance.

## Shifted barrier, linear propagation and tolerance

Since $-bm + b^2s^2/2 = -b\,(m - bs^2/2)$, the mean rate constant equals the rate constant at a single effective barrier:

$$\langle r\rangle = r\!\left(m - \tfrac{1}{2}bs^2\right).$$

For $A > 0$ and $b, s \neq 0$, the exponent $-bm + b^2s^2/2$ is strictly larger than $-bm$, so $r(m) < \langle r\rangle$. Inserting the mean barrier into the rate law underestimates the mean rate.

Linear error propagation replaces $r$ by its tangent at $m$. The slope is $r'(m) = -b\,r(m)$, so the estimated variance is $b^2s^2\,r(m)^2$, and the estimated relative variance is $b^2s^2$. For $x \neq 0$ we have $x < e^x - 1$. With $x = b^2s^2$ this shows that the linear estimate is too small whenever $A$, $b$ and $s$ are nonzero.

Finally, let $\delta \ge 0$ be a tolerance on the relative standard deviation of the rate constant, with $A \neq 0$. The requirement $e^{b^2s^2} - 1 \le \delta^2$ rearranges to $e^{b^2s^2} \le 1 + \delta^2$, and taking logarithms gives

$$b^2s^2 \le \log(1 + \delta^2).$$

## A barrier uncertain by one thermal energy

Let $A > 0$ and take $s = 1/b$, so that the standard deviation of the barrier is $k_BT$ and $b^2s^2 = 1$. Then

- the mean rate constant is $e^{1/2} \approx 1.65$ times the rate constant at the mean barrier;
- the effective barrier lies $k_BT/2$ below $m$;
- the relative variance is $e - 1 \approx 1.72$, a relative standard deviation of about $1.31$, whereas linear propagation gives $1$ for both.

To bring the relative standard deviation down to $\delta = 1/2$, the barrier must satisfy $b^2s^2 \le \log 1.25 \approx 0.223$, that is, $s \le 0.472\,k_BT$ approximately.

## The mean waiting time

For $A > 0$, the same argument with $t = b$ treats the reciprocal $1/r = A^{-1}e^{bE}$, which is the mean waiting time of a first-order process with rate constant $r$. Averaged over the barrier it is

$$\langle 1/r\rangle = A^{-1}e^{bm + b^2s^2/2}, \qquad\text{so}\qquad \langle r\rangle\,\langle 1/r\rangle = e^{b^2s^2}.$$

The average waiting time therefore exceeds the reciprocal of the average rate by the factor $e^{b^2s^2}$ when $b$ and $s$ are nonzero.

## The rate constant and its relative variance as Lean definitions

The development uses Mathlib's measure theory and probability. The notation `ℝ≥0` stands for the nonnegative reals.

```lean
import Mathlib

open MeasureTheory ProbabilityTheory
open scoped NNReal

namespace RateConstantUncertainty

noncomputable section
```

The rate constant is an ordinary function of three real numbers. Lean's reals carry no units, so `b` must be given in the reciprocal of the energy unit used for `E`.

```lean
/-- The rate constant `A exp(-b E)` for prefactor `A`, inverse thermal energy `b`
and barrier `E`. -/
def rate (A b E : ℝ) : ℝ := A * Real.exp (-(b * E))
```

The relative variance is defined for any real-valued function `X` on a measurable space with a measure `P`. It is the square of the relative standard deviation.

```lean
/-- The variance of a random quantity divided by the square of its mean. -/
def relativeVariance {Ω : Type*} [MeasurableSpace Ω] (P : Measure Ω) (X : Ω → ℝ) : ℝ :=
  variance X P / (∫ ω, X ω ∂P) ^ 2
```

## Integrability and the exponential mean

The variables declared next are the sample space `Ω`, its measure `P`, the barrier `E : Ω → ℝ`, the mean `m` and the standard deviation `s`. The physical assumption is the hypothesis `P.map E = gaussianReal m (s ^ 2)`: the distribution of `E` under `P` is the Gaussian with mean `m` and variance `s ^ 2`. The second argument of `gaussianReal` is the variance, not the standard deviation. Since `s` may be zero, a sharply known barrier is included.

The first theorem states the formula for $\langle e^{tE}\rangle$ together with the integrability of $e^{tE}$. Mathlib's `mgf_gaussianReal` supplies the value, and so takes the place of completing the square. Integrability is then read off from that value: Lean assigns the integral zero to a non-integrable function, while the value found is an exponential and hence positive.

```lean
variable {Ω : Type*} [MeasurableSpace Ω] {P : Measure Ω} {E : Ω → ℝ} {m : ℝ} {s : ℝ≥0}

/-- For a Gaussian barrier the exponential `exp(t E)` is integrable, with mean
`exp(m t + s² t² / 2)`. -/
theorem exp_barrier_mean (hE : P.map E = gaussianReal m (s ^ 2)) (t : ℝ) :
    Integrable (fun ω => Real.exp (t * E ω)) P ∧
      ∫ ω, Real.exp (t * E ω) ∂P = Real.exp (m * t + (s : ℝ) ^ 2 * t ^ 2 / 2) := by
  have h : ∫ ω, Real.exp (t * E ω) ∂P
      = Real.exp (m * t + ((s ^ 2 : ℝ≥0) : ℝ) * t ^ 2 / 2) := mgf_gaussianReal hE t
  rw [NNReal.coe_pow] at h
  refine ⟨?_, h⟩
  -- a non-integrable function would have integral zero, but an exponential is positive
  by_contra hn
  rw [integral_undef hn] at h
  exact (Real.exp_pos _).ne h
```

## All moments of the rate constant

The next theorem covers every natural number `k`. The step `hf` rewrites $r^k$ as $A^k e^{-kbE}$, and the previous theorem is applied with $t = -kb$. The constant $A^k$ is then taken out of the integral, and `ring` matches the exponents.

```lean
/-- For a Gaussian barrier every natural power of the rate constant is integrable, and the `k`-th
moment is `A^k exp(-k b m + k² b² s² / 2)`. -/
theorem rate_moment (hE : P.map E = gaussianReal m (s ^ 2)) (A b : ℝ) (k : ℕ) :
    Integrable (fun ω => rate A b (E ω) ^ k) P ∧
      ∫ ω, rate A b (E ω) ^ k ∂P
        = A ^ k * Real.exp (-(k * b * m) + (k : ℝ) ^ 2 * b ^ 2 * (s : ℝ) ^ 2 / 2) := by
  -- a power of the rate is again an exponential of the barrier
  have hf : (fun ω => rate A b (E ω) ^ k)
      = fun ω => A ^ k * Real.exp (-(k * b) * E ω) := by
    funext ω
    rw [rate, mul_pow, ← Real.exp_nat_mul]
    congr 2
    ring
  obtain ⟨hi, hm⟩ := exp_barrier_mean hE (-(k * b))
  rw [hf]
  refine ⟨hi.const_mul _, ?_⟩
  rw [integral_const_mul, hm]
  congr 2
  ring
```

The mean is the case `k = 1`.

```lean
/-- For a Gaussian barrier the mean rate constant is `A exp(-b m + b² s² / 2)`. -/
theorem rate_mean (hE : P.map E = gaussianReal m (s ^ 2)) (A b : ℝ) :
    ∫ ω, rate A b (E ω) ∂P = A * Real.exp (-(b * m) + b ^ 2 * (s : ℝ) ^ 2 / 2) := by
  have h := (rate_moment hE A b 1).2
  simp only [pow_one, Nat.cast_one, one_pow, one_mul] at h
  exact h
```

## Variance as a multiple of the squared mean

The variance theorem also has the assumption `IsProbabilityMeasure P`, which says that the total probability is one. The proof first records in `hL` that the rate constant is square-integrable, which follows from the second moment. This permits the identity `hv`, the variance as second moment minus squared mean. The step `he` is the factorisation of the second moment made above: the exponent $-2bm + 2b^2s^2$ is split into twice the exponent of the mean plus $b^2s^2$. The closing `ring` collects the common factor.

```lean
/-- For a Gaussian barrier the variance of the rate constant is its squared mean, written out
explicitly, times `exp(b² s²) - 1`. -/
theorem rate_variance [IsProbabilityMeasure P]
    (hE : P.map E = gaussianReal m (s ^ 2)) (A b : ℝ) :
    variance (fun ω => rate A b (E ω)) P
      = (A * Real.exp (-(b * m) + b ^ 2 * (s : ℝ) ^ 2 / 2)) ^ 2
        * (Real.exp (b ^ 2 * (s : ℝ) ^ 2) - 1) := by
  have h1 := (rate_moment hE A b 1).1
  simp only [pow_one] at h1
  have hL : MemLp (fun ω => rate A b (E ω)) 2 P :=
    (memLp_two_iff_integrable_sq h1.aestronglyMeasurable).2 (rate_moment hE A b 2).1
  -- variance = second moment minus squared mean
  have hv : variance (fun ω => rate A b (E ω)) P
      = (∫ ω, rate A b (E ω) ^ 2 ∂P) - (∫ ω, rate A b (E ω) ∂P) ^ 2 :=
    variance_eq_sub hL
  have he : Real.exp (-(((2 : ℕ) : ℝ) * b * m)
        + ((2 : ℕ) : ℝ) ^ 2 * b ^ 2 * (s : ℝ) ^ 2 / 2)
      = Real.exp (-(b * m) + b ^ 2 * (s : ℝ) ^ 2 / 2) ^ 2
        * Real.exp (b ^ 2 * (s : ℝ) ^ 2) := by
    rw [← Real.exp_nat_mul, ← Real.exp_add]
    congr 1
    push_cast
    ring
  rw [hv, (rate_moment hE A b 2).2, rate_mean hE, he]
  ring
```

## The mean and relative variance together

The main theorem joins the two formulas of the claim. It holds for every real `b` and every nonzero `A`. The condition on `A` ensures that the squared mean is nonzero, and the last line of the proof cancels that factor from numerator and denominator.

```lean
/-- For a Gaussian barrier of mean `m` and variance `s²` and a nonzero prefactor `A`, the rate
constant has mean `A exp(-b m + b² s² / 2)` and relative variance `exp(b² s²) - 1`. -/
theorem rate_uncertainty [IsProbabilityMeasure P]
    (hE : P.map E = gaussianReal m (s ^ 2)) {A : ℝ} (hA : A ≠ 0) (b : ℝ) :
    ∫ ω, rate A b (E ω) ∂P = A * Real.exp (-(b * m) + b ^ 2 * (s : ℝ) ^ 2 / 2) ∧
      relativeVariance P (fun ω => rate A b (E ω))
        = Real.exp (b ^ 2 * (s : ℝ) ^ 2) - 1 := by
  refine ⟨rate_mean hE A b, ?_⟩
  rw [relativeVariance, rate_variance hE, rate_mean hE]
  exact mul_div_cancel_left₀ _ (pow_ne_zero 2 (mul_ne_zero hA (Real.exp_ne_zero _)))
```

The Gaussian law is assumed and not derived from any error model of an electronic-structure method. For $s > 0$ it gives negative barriers a positive probability, which is an idealisation. For $b > 0$ the factor $r^k$ in the $k$-th moment moves the centre of the Gaussian weight from $m$ to $m - kbs^2$, so negative barriers contribute little to the first two moments when $m - 2bs^2$ is several times $s$. Uncertainty in the prefactor or the temperature is not included, nor are corrections to the exponential rate law such as tunnelling. The mean and variance are those of the full distribution, not estimates from a finite sample of barriers.

## Effective barrier and the bias of the mean-barrier rate

The effective-barrier identity follows from the formula for the mean by rearranging the exponent. It holds for all real `A` and `b`.

```lean
/-- For a Gaussian barrier the mean rate constant equals the rate constant at the single barrier `m
- b s² / 2`. -/
theorem rate_mean_eq_effective_barrier (hE : P.map E = gaussianReal m (s ^ 2)) (A b : ℝ) :
    ∫ ω, rate A b (E ω) ∂P = rate A b (m - b * (s : ℝ) ^ 2 / 2) := by
  rw [rate_mean hE, rate]
  congr 2
  ring
```

The strict inequality needs a positive prefactor and nonzero `b` and `s`. These conditions make $b^2s^2$ positive, which is `hpos`. The proof then compares the two exponents, uses that the exponential is strictly increasing, and multiplies by `A`.

```lean
/-- For a Gaussian barrier, a positive prefactor and nonzero `b` and `s`, the rate constant at the
mean barrier is strictly smaller than the mean rate constant. -/
theorem rate_at_mean_lt_mean_rate (hE : P.map E = gaussianReal m (s ^ 2))
    {A b : ℝ} (hA : 0 < A) (hb : b ≠ 0) (hs : s ≠ 0) :
    rate A b m < ∫ ω, rate A b (E ω) ∂P := by
  have hs' : (s : ℝ) ≠ 0 := NNReal.coe_ne_zero.2 hs
  have hpos : 0 < b ^ 2 * (s : ℝ) ^ 2 := by positivity
  rw [rate_mean hE, rate]
  exact mul_lt_mul_of_pos_left (Real.exp_lt_exp.2 (by linarith)) hA
```

## Linear propagation and the admissible barrier error

In the next theorem the linear estimate appears directly as the expression `b ^ 2 * (s : ℝ) ^ 2`; the tangent approximation that leads to it is not formalised. After the relative variance has been replaced by its exact value, the inequality is `Real.add_one_lt_exp`, the statement $x + 1 < e^x$ for $x \neq 0$.

```lean
/-- For a Gaussian barrier and nonzero `A`, `b` and `s`, the linear error-propagation estimate `b²
s²` is strictly smaller than the relative variance of the rate constant. -/
theorem linear_propagation_lt [IsProbabilityMeasure P]
    (hE : P.map E = gaussianReal m (s ^ 2))
    {A b : ℝ} (hA : A ≠ 0) (hb : b ≠ 0) (hs : s ≠ 0) :
    b ^ 2 * (s : ℝ) ^ 2 < relativeVariance P (fun ω => rate A b (E ω)) := by
  have hs' : (s : ℝ) ≠ 0 := NNReal.coe_ne_zero.2 hs
  have hne : b ^ 2 * (s : ℝ) ^ 2 ≠ 0 := mul_ne_zero (pow_ne_zero 2 hb) (pow_ne_zero 2 hs')
  rw [(rate_uncertainty hE hA b).2]
  linarith [Real.add_one_lt_exp hne]
```

The tolerance criterion is an equivalence, so for $b \neq 0$ it gives the largest admissible barrier uncertainty and not merely a sufficient bound. Lean allows `δ` to be any real number, since only its square enters. The proof inserts the exact relative variance and converts the bound by the logarithm into one on the exponential; what remains in each direction is moving the 1 across the inequality.

```lean
/-- For a Gaussian barrier and nonzero `A`, the relative variance of the rate constant is at most
`δ²` exactly when `b² s² ≤ log(1 + δ²)`. -/
theorem tolerance_iff [IsProbabilityMeasure P]
    (hE : P.map E = gaussianReal m (s ^ 2)) {A : ℝ} (hA : A ≠ 0) (b δ : ℝ) :
    relativeVariance P (fun ω => rate A b (E ω)) ≤ δ ^ 2 ↔
      b ^ 2 * (s : ℝ) ^ 2 ≤ Real.log (1 + δ ^ 2) := by
  have hδ : 0 < 1 + δ ^ 2 := by positivity
  rw [(rate_uncertainty hE hA b).2, Real.le_log_iff_exp_le hδ]
  constructor <;> intro h <;> linarith

end

end RateConstantUncertainty
```

```lean
#print axioms RateConstantUncertainty.rate_mean_eq_effective_barrier
-- 'RateConstantUncertainty.rate_mean_eq_effective_barrier' depends on axioms: [propext, Classical.choice, Quot.sound]
#print axioms RateConstantUncertainty.rate_at_mean_lt_mean_rate
-- 'RateConstantUncertainty.rate_at_mean_lt_mean_rate' depends on axioms: [propext, Classical.choice, Quot.sound]
#print axioms RateConstantUncertainty.linear_propagation_lt
-- 'RateConstantUncertainty.linear_propagation_lt' depends on axioms: [propext, Classical.choice, Quot.sound]
#print axioms RateConstantUncertainty.tolerance_iff
-- 'RateConstantUncertainty.tolerance_iff' depends on axioms: [propext, Classical.choice, Quot.sound]
```
